# With all arrangements of M A atoms on N sites equally likely, each site has mean A occupation M/N

The theorem `mean_occ` concerns a finite set of N sites, each either holding an A atom or not. Every arrangement with exactly M A atoms, where M is at most N, has the same weight, the weights add up to one, and all other arrangements have weight zero. The theorem says that the average occupation of any site by an A atom is c = M/N. The proof swaps pairs of sites to show that all sites have the same average, shows that these averages add up to M, and divides by N.

In Lean, a first try:

```lean
import Mathlib

open Finset

namespace MeanOcc

noncomputable section

variable {ι : Type*} [Fintype ι] [DecidableEq ι]

/-- Ensemble average of `f` with weight `p S` on the configuration whose A sites form `S`. -/
def mean (p f : Finset ι → ℝ) : ℝ := ∑ S, p S * f S

/-- Occupation of site `i` by an A atom: one or zero. -/
def occ (i : ι) (S : Finset ι) : ℝ := if i ∈ S then 1 else 0

/-- Equal weights on all arrangements of `M` A atoms, for `M` at most the number of sites. -/
def fixedComposition (M : ℕ) (S : Finset ι) : ℝ :=
  if S.card = M then 1 / ((Fintype.card ι).choose M : ℝ) else 0

omit [DecidableEq ι] in
/-- The fixed-composition weights add up to one when `M` is at most the number of sites. -/
private lemma sum_fixed {M : ℕ} (hM : M ≤ Fintype.card ι) :
    ∑ S : Finset ι, fixedComposition M S = 1 := by
  have hf : univ.filter (fun S : Finset ι => S.card = M) = powersetCard M univ := by
    ext S
    simp [mem_powersetCard]
  have h : ((Fintype.card ι).choose M : ℝ) ≠ 0 := by
    exact_mod_cast (Nat.choose_pos hM).ne'
  unfold fixedComposition
  rw [← sum_filter, hf, sum_const, card_powersetCard, card_univ, nsmul_eq_mul,
    mul_one_div_cancel h]

omit [DecidableEq ι] in
/-- Relabelling the sites leaves fixed-composition averages unchanged. -/
private lemma mean_relabel (M : ℕ) (σ : Equiv.Perm ι) (f : Finset ι → ℝ) :
    mean (fixedComposition M) (fun S => f (S.map σ.toEmbedding)) =
      mean (fixedComposition M) f := by
  unfold mean
  rw [← Equiv.sum_comp (Equiv.finsetCongr σ) (fun S => fixedComposition M S * f S)]
  refine sum_congr rfl fun S _ => ?_
  simp only [fixedComposition, Equiv.finsetCongr_apply, card_map]

omit [Fintype ι] in
/-- Occupations move with the sites under relabelling. -/
private lemma occ_map (σ : Equiv.Perm ι) (i : ι) (S : Finset ι) :
    occ (σ i) (S.map σ.toEmbedding) = occ i S := by
  simp [occ]

/-- Configurations of nonzero weight hold exactly `M` A atoms. -/
private lemma weight_sum_occ (M : ℕ) (S : Finset ι) :
    fixedComposition M S * ∑ i, occ i S = fixedComposition M S * M := by
  have h : ∑ i, occ i S = (S.card : ℝ) := by simp [occ]
  rw [h]
  unfold fixedComposition
  split_ifs with hS
  · rw [hS]
  · simp

/-- At fixed composition every site has mean A occupation `c = M/N`. -/
theorem mean_occ {M : ℕ} (hM : M ≤ Fintype.card ι) {c : ℝ}
    (hc : c = (M : ℝ) / Fintype.card ι) (i : ι) :
    mean (fixedComposition M) (occ i) = c := by
  have hs : ∀ j, mean (fixedComposition M) (occ j) = mean (fixedComposition M) (occ i) := by
    intro j
    rw [← mean_relabel M (Equiv.swap i j) (occ j)]
    congr 1
    funext S
    have h := occ_map (Equiv.swap i j) i S
    rwa [Equiv.swap_apply_left] at h
  have ht : ∑ j : ι, mean (fixedComposition M) (occ j) = M := by
    unfold mean
    rw [sum_comm]
    simp_rw [← mul_sum, weight_sum_occ]
    rw [← sum_mul, sum_fixedComposition hM, one_mul]
  rw [sum_congr rfl fun j _ => hs j, sum_const, card_univ, nsmul_eq_mul] at ht
  have hn : (Fintype.card ι : ℝ) ≠ 0 := by
    exact_mod_cast (Fintype.card_pos_iff.mpr ⟨i⟩).ne'
  rw [hc, eq_div_iff hn, mul_comm, ht]

end

end MeanOcc
```

The error:

```
Main.lean:64:44: error: typeclass instance problem is stuck
  DecidableEq ?m.18

Note: Lean will not try to resolve this typeclass instance problem because the type argument to `DecidableEq` is a metavariable. This argument must be fully determined before Lean will try to resolve the typeclass.

Hint: Adding type annotations and supplying implicit arguments to functions can give Lean more information for typeclass resolution. For example, if you have a variable `x` that you intend to be a `Nat`, but Lean reports it as having an unresolved type like `?m`, replacing `x` with `(x : Nat)` can get typeclass resolution un-stuck.
```

Diagnosis. The message points to `occ j` in the statement of `hs`. There `∀ j` gives no type for `j`, and `occ` needs decidable equality on that type. The `occ i` on the right does not help, because both sides of the equation are real numbers and so their site types need not agree. Lean is left looking for `DecidableEq` on an unknown type, and stops. Writing `∀ j : ι` supplies the type.

The diff also mends a fault that Lean had not reported, since the proof broke off at `hs`. A later `rw` calls `sum_fixedComposition`, but the lemma that the weights add up to one is declared in this file as `sum_fixed`. The repair uses that name.

Joining two lines of the theorem's statement is mere tidying.

The mended proof, as a diff:

```diff
@@ -60,7 +60,6 @@
 /-- At fixed composition every site has mean A occupation `c = M/N`. -/
 theorem mean_occ {M : ℕ} (hM : M ≤ Fintype.card ι) {c : ℝ}
-    (hc : c = (M : ℝ) / Fintype.card ι) (i : ι) :
-    mean (fixedComposition M) (occ i) = c := by
-  have hs : ∀ j, mean (fixedComposition M) (occ j) = mean (fixedComposition M) (occ i) := by
+    (hc : c = (M : ℝ) / Fintype.card ι) (i : ι) : mean (fixedComposition M) (occ i) = c := by
+  have hs : ∀ j : ι, mean (fixedComposition M) (occ j) = mean (fixedComposition M) (occ i) := by
     intro j
     rw [← mean_relabel M (Equiv.swap i j) (occ j)]
@@ -73,5 +72,5 @@
     rw [sum_comm]
     simp_rw [← mul_sum, weight_sum_occ]
-    rw [← sum_mul, sum_fixedComposition hM, one_mul]
+    rw [← sum_mul, sum_fixed hM, one_mul]
   rw [sum_congr rfl fun j _ => hs j, sum_const, card_univ, nsmul_eq_mul] at ht
   have hn : (Fintype.card ι : ℝ) ≠ 0 := by
```
